# The one-amplitude ring-CCD iteration converges locally when gap plus level shift exceeds half the RPA frequency

A common step in solving coupled-cluster equations is to divide the residual by orbital-energy denominators and subtract the result from the amplitudes. If the iteration oscillates with growing errors, a level shift can be added to the denominators. For direct ring coupled-cluster doubles (ring CCD without exchange terms) reduced to a single real amplitude, with positive gap and positive coupling, the shift needed for convergence from nearby starts can be given in closed form.

## The model and its update

```lean
import Mathlib

open Filter Topology

namespace RingCCDJacobi

noncomputable section
```

The file loads the mathematics library Mathlib and opens the notation for limits. All quantities below are real numbers.

```lean
/-- The RPA frequency `w = √(D (D + 2K))` for gap `D` and coupling `K`, meant for `D, K > 0`. -/
def rpaFreq (D K : ℝ) : ℝ := √(D * (D + 2 * K))
```

A `def` introduces a function. Here $D$ is the orbital-energy gap of one excitation, $K$ is the Coulomb coupling of this excitation with itself, and the frequency in the random-phase approximation (RPA), also without exchange, is
$$w=\sqrt{D(D+2K)}.$$

```lean
/-- The ring coupled-cluster doubles residual for a single amplitude `t`. -/
def residual (D K t : ℝ) : ℝ := K + 2 * (D + K) * t + K * t ^ 2
```

The residual is $R(t)=K+2(D+K)t+Kt^2$, and a solution of the ring-CCD equation is an amplitude $t$ with $R(t)=0$.

```lean
/-- The physical amplitude `(w - (D + K)) / K`, defined for `K ≠ 0`. -/
def physRoot (D K : ℝ) : ℝ := (rpaFreq D K - (D + K)) / K
```

This names the root $T=(w-D-K)/K$. It is called physical because it goes to zero as the coupling is switched off. That it is a root is proved below.

```lean
/-- One Jacobi update of the amplitude with level shift `s`, defined for `D + s ≠ 0`. -/
def jacobi (D K s t : ℝ) : ℝ := t - residual D K t / (2 * D + 2 * s)
```

One update with level shift $s$ sends $t$ to
$$t-\frac{R(t)}{2D+2s}.$$
The unshifted denominator $2D$ is the sum of the gaps of two excitations. It leaves out the coupling, which also contributes to the slope of $R$.

```lean
/-- The number `1 - w / (D + s)`, defined for `D + s ≠ 0`. -/
def multiplier (D K s : ℝ) : ℝ := 1 - rpaFreq D K / (D + s)
```

The number $m=1-w/(D+s)$ will turn out to be the derivative of the update at $T$.

```lean
variable {D K s : ℝ}

/-- The RPA frequency is positive. -/
theorem rpaFreq_pos (hD : 0 < D) (hK : 0 < K) : 0 < rpaFreq D K :=
  Real.sqrt_pos.2 (by positivity)
```

From here on, $D$, $K$ and $s$ stand for arbitrary real numbers. A theorem lists its hypotheses in brackets, then its statement after the colon, then its proof after `:=`. The names `hD` and `hK` label the assumptions $D>0$ and $K>0$. Under these, $D(D+2K)$ is positive, and so is its square root $w$.

## How one update changes the error

```lean
/-- The residual factors through the distance of the amplitude from the physical root. -/
theorem residual_factor (hD : 0 < D) (hK : 0 < K) (t : ℝ) :
    residual D K t =
      (t - physRoot D K) * (2 * rpaFreq D K + K * (t - physRoot D K)) := by
  have hw : rpaFreq D K ^ 2 = D * (D + 2 * K) := Real.sq_sqrt (by positivity)
  have hT : K * physRoot D K = rpaFreq D K - (D + K) := mul_div_cancel₀ _ hK.ne'
  -- the product of the two roots is one
  have hk : K = -(rpaFreq D K + (D + K)) * physRoot D K := by
    apply mul_left_cancel₀ hK.ne'
    linear_combination (rpaFreq D K + (D + K)) * hT + hw
  unfold residual
  linear_combination hk + (2 * t - physRoot D K) * hT
```

The statement is $R(t)=(t-T)\bigl(2w+K(t-T)\bigr)$. By hand, start from $KT=w-(D+K)$, which gives
$$K\,T(w+D+K)=w^2-(D+K)^2=-K^2,$$
and hence $T(w+D+K)=-K$. Therefore
$$R(T)=K+T\bigl(2(D+K)+KT\bigr)=K+T(w+D+K)=0.$$
Now put $t=T+e$ and expand:
$$R(T+e)=R(T)+\bigl(2(D+K)+2KT\bigr)e+Ke^2=2we+Ke^2.$$

In the proof, `hw` is the formula for $w^2$, `hT` the one for $KT$, and `hk` the relation $K=-(w+D+K)T$. The tactic `linear_combination` checks that the goal follows by adding these equations with the coefficients given.

```lean
/-- Exact error recursion: one update multiplies the error by the multiplier
minus a term proportional to the error itself. -/
theorem jacobi_error (hD : 0 < D) (hK : 0 < K) (s t : ℝ) :
    jacobi D K s t - physRoot D K =
      (multiplier D K s - K * (t - physRoot D K) / (2 * (D + s))) *
        (t - physRoot D K) := by
  have h : 2 * D + 2 * s = 2 * (D + s) := by ring
  have e (x : ℝ) : x / (2 * (D + s)) = x / (D + s) / 2 := by
    rw [mul_comm, div_mul_eq_div_div]
  unfold jacobi multiplier
  rw [residual_factor hD hK, h, e, e]
  ring
```

Write $e=t-T$ for the old error and $e'$ for the new one. Inserting the factorised residual gives
$$e'=e-\frac{e(2w+Ke)}{2(D+s)}=\left(m-\frac{Ke}{2(D+s)}\right)e.$$
This is exact, with no higher orders neglected. The Lean proof makes the same substitution, and `ring` finishes the algebra.

## Which shifts bring the modulus of the multiplier below one

```lean
/-- The multiplier has modulus below one exactly when the shift exceeds `w/2 - D`. -/
theorem abs_multiplier_lt_one_iff (hD : 0 < D) (hK : 0 < K) (hs : 0 < D + s) :
    |multiplier D K s| < 1 ↔ rpaFreq D K / 2 - D < s := by
  have hq : 0 < rpaFreq D K / (D + s) := div_pos (rpaFreq_pos hD hK) hs
  unfold multiplier
  rw [abs_lt]
  constructor
  · rintro ⟨h, -⟩
    have h' := (div_lt_iff₀ hs).1 (show rpaFreq D K / (D + s) < 2 by linarith)
    linarith
  · intro h
    have h' : rpaFreq D K / (D + s) < 2 := (div_lt_iff₀ hs).2 (by linarith)
    constructor <;> linarith
```

The hypothesis `hs` says $D+s>0$, which covers every $s\ge 0$ and some negative shifts. The symbol `↔` means "if and only if". Since $w/(D+s)>0$, the inequality $m<1$ always holds, so only $m>-1$ is a condition:
$$m>-1\iff\frac{w}{D+s}<2\iff s>\frac w2-D.$$
The proof splits the modulus into two inequalities with `abs_lt`, clears the denominator with `div_lt_iff₀`, and leaves the linear arithmetic to `linarith`.

```lean
/-- Without a level shift the multiplier has modulus below one exactly when `K < 3D/2`. -/
theorem unshifted_iff (hD : 0 < D) (hK : 0 < K) :
    |multiplier D K 0| < 1 ↔ K < 3 * D / 2 := by
  rw [abs_multiplier_lt_one_iff hD hK (by linarith)]
  have key : rpaFreq D K < 2 * D ↔ D * (D + 2 * K) < (2 * D) ^ 2 :=
    Real.sqrt_lt' (by linarith)
  constructor
  · intro h
    have h1 := key.1 (by linarith)
    have h2 : D + 2 * K < 4 * D :=
      lt_of_mul_lt_mul_left (by linarith : D * (D + 2 * K) < D * (4 * D)) hD.le
    linarith
  · intro h
    have h1 := key.2 (by nlinarith [mul_pos hD (sub_pos.2 h)])
    linarith
```

For $s=0$ the condition reads $w<2D$. Both sides are positive, so squaring gives
$$D(D+2K)<4D^2\iff D+2K<4D\iff K<\tfrac32D.$$
In Lean, `key` is the squaring step, and the two branches after `constructor` are the two directions of the equivalence.

## Convergence from nearby starts

```lean
/-- The iteration converges to the physical root from every start within an explicit
distance of it. -/
theorem jacobi_converges (hD : 0 < D) (hK : 0 < K) (hs : 0 < D + s) {t₀ : ℝ}
    (h : K * |t₀ - physRoot D K| < 2 * (D + s) * (1 - |multiplier D K s|)) :
    Tendsto (fun n => (jacobi D K s)^[n] t₀) atTop (𝓝 (physRoot D K)) := by
  have h2 : 0 < 2 * (D + s) := by linarith
  obtain ⟨q, hq⟩ : ∃ q, q = |multiplier D K s| +
      K * |t₀ - physRoot D K| / (2 * (D + s)) := ⟨_, rfl⟩
  have hq0 : 0 ≤ q := by
    rw [hq]
    exact add_nonneg (abs_nonneg _)
      (div_nonneg (mul_nonneg hK.le (abs_nonneg _)) h2.le)
  have hq1 : q < 1 := by
    have := (div_lt_iff₀ h2).2 (show K * |t₀ - physRoot D K| <
      (1 - |multiplier D K s|) * (2 * (D + s)) by linarith)
    linarith
  -- an error no larger than the initial one shrinks by the factor q
  have hstep (t : ℝ) (ht : |t - physRoot D K| ≤ |t₀ - physRoot D K|) :
      |jacobi D K s t - physRoot D K| ≤ q * |t - physRoot D K| := by
    rw [jacobi_error hD hK, abs_mul]
    apply mul_le_mul_of_nonneg_right _ (abs_nonneg _)
    have hb : |K * (t - physRoot D K) / (2 * (D + s))| ≤
        K * |t₀ - physRoot D K| / (2 * (D + s)) := by
      rw [abs_div, abs_mul, abs_of_pos hK, abs_of_pos h2]
      exact div_le_div_of_nonneg_right (mul_le_mul_of_nonneg_left ht hK.le) h2.le
    have b1 := abs_le.1 hb
    have b2 := abs_le.1 (le_refl |multiplier D K s|)
    exact abs_le.2 ⟨by linarith [b1.2, b2.1], by linarith [b1.1, b2.2]⟩
  have hbound (n : ℕ) : |(jacobi D K s)^[n] t₀ - physRoot D K| ≤
      q ^ n * |t₀ - physRoot D K| := by
    induction n with
    | zero => simp
    | succ n ih =>
      rw [Function.iterate_succ_apply']
      have hle := ih.trans
        (mul_le_of_le_one_left (abs_nonneg _) (pow_le_one₀ hq0 hq1.le))
      calc _ ≤ q * |(jacobi D K s)^[n] t₀ - physRoot D K| := hstep _ hle
        _ ≤ q * (q ^ n * |t₀ - physRoot D K|) := mul_le_mul_of_nonneg_left ih hq0
        _ = q ^ (n + 1) * |t₀ - physRoot D K| := by ring
  have hlim : Tendsto (fun n : ℕ => q ^ n * |t₀ - physRoot D K|) atTop (𝓝 0) := by
    simpa only [zero_mul] using
      (tendsto_pow_atTop_nhds_zero_of_lt_one hq0 hq1).mul_const |t₀ - physRoot D K|
  have h0 : Tendsto (fun n => (jacobi D K s)^[n] t₀ - physRoot D K) atTop (𝓝 0) :=
    squeeze_zero_norm hbound hlim
  simpa only [sub_add_cancel, zero_add] using h0.add_const (physRoot D K)
```

The expression `(jacobi D K s)^[n] t₀` is the amplitude $t_n$ after $n$ updates from the start $t_0$. The line with `Tendsto` says $t_n\to T$ as $n\to\infty$. The hypothesis `h` asks that the initial error $e_0=t_0-T$ satisfy
$$K|e_0|<2(D+s)(1-|m|).$$

By hand, set
$$q=|m|+\frac{K|e_0|}{2(D+s)}.$$
The hypothesis says exactly that $q<1$. If an error $e$ is no larger than $e_0$ in modulus, the error recursion gives $|e'|\le q|e|$, so the next error is again no larger than $e_0$. By induction $|e_n|\le q^n|e_0|$, which tends to zero.

The proof has the same parts: `hq1` is $q<1$, `hstep` is the bound for one update, `hbound` is the induction, and `squeeze_zero_norm` traps the error between zero and a geometric sequence.

```lean
/-- The physical root is a fixed point of the shifted Jacobi map with derivative
`1 - w/(D+s)`; this has modulus below one exactly when `s > w/2 - D`, and then all
starts near the root converge to it. -/
theorem shifted_jacobi_stability (hD : 0 < D) (hK : 0 < K) (hs : 0 < D + s) :
    jacobi D K s (physRoot D K) = physRoot D K ∧
    HasDerivAt (jacobi D K s) (1 - rpaFreq D K / (D + s)) (physRoot D K) ∧
    (|1 - rpaFreq D K / (D + s)| < 1 ↔ rpaFreq D K / 2 - D < s) ∧
    (rpaFreq D K / 2 - D < s → ∀ᶠ t in 𝓝 (physRoot D K),
      Tendsto (fun n => (jacobi D K s)^[n] t) atTop (𝓝 (physRoot D K))) := by
  refine ⟨sub_eq_zero.1 (by rw [jacobi_error hD hK]; ring), ?_,
    abs_multiplier_lt_one_iff hD hK hs, fun h => ?_⟩
  · have hT : K * physRoot D K = rpaFreq D K - (D + K) := mul_div_cancel₀ _ hK.ne'
    have hfun : jacobi D K s = fun t =>
        t - (K + 2 * (D + K) * t + K * (t * t)) / (2 * D + 2 * s) := by
      funext t
      simp only [jacobi, residual]
      ring
    have hid := hasDerivAt_id' (physRoot D K)
    rw [hfun]
    refine (hid.fun_sub ((((hid.const_mul (2 * (D + K))).const_add K).fun_add
      ((hid.fun_mul hid).const_mul K)).div_const (2 * D + 2 * s))).congr_deriv ?_
    -- the slope of the residual at the physical root is 2w
    have hn : 2 * (D + K) * 1 + K * (1 * physRoot D K + physRoot D K * 1) =
        2 * rpaFreq D K := by linear_combination 2 * hT
    rw [hn, ← mul_add, mul_div_mul_left _ _ two_ne_zero]
  · have hm := (abs_multiplier_lt_one_iff hD hK hs).2 h
    have hc : 0 < 2 * (D + s) * (1 - |multiplier D K s|) :=
      mul_pos (by linarith) (by linarith)
    refine Metric.eventually_nhds_iff.2 ⟨_, div_pos hc hK, fun t ht => ?_⟩
    rw [Real.dist_eq, lt_div_iff₀ hK] at ht
    exact jacobi_converges hD hK hs (by linarith)
```

The symbol `∧` means "and", and it joins four statements:

1. $T$ is a fixed point of the update.
2. The derivative of the update at $T$ is $1-w/(D+s)$.
3. The modulus of this derivative is below one exactly when $s>w/2-D$.
4. If $s>w/2-D$, all starts in some neighbourhood of $T$ converge to $T$. The notation `∀ᶠ t in 𝓝 (physRoot D K)` means "for all $t$ close enough to $T$".

The first follows from the error recursion at $e=0$. For the second, $R'(T)=2(D+K)+2KT=2w$, so the derivative is $1-2w/(2D+2s)=m$. Lean assembles it from the sum and product rules, and `hn` is the slope $2w$. The third was proved above. For the fourth, the convergence theorem applies to every start closer to $T$ than $2(D+s)(1-|m|)/K$, which is positive because $|m|<1$.

The assumption $K>0$ cannot simply be dropped. Take $D=1$ and $K=-1$. This is a mathematical test case and not a physical one, since the Coulomb coupling of a single excitation with itself is never negative. Then $R(t)=-(1+t^2)$ has no real root, so for $D+s>0$ the update has no fixed point at all, and the first statement fails. Here $D(D+2K)=-1$, so the RPA frequency would be imaginary, which is the mark of an RPA instability. Lean's real square root returns $0$ for a negative number, so `rpaFreq` does not show this.

## Shifts below the threshold

```lean
/-- If the shift is below `w/2 - D`, the iterates can converge to the physical root only
by landing on it exactly after finitely many steps. -/
theorem converges_only_by_hitting (hD : 0 < D) (hK : 0 < K) (hs : 0 < D + s)
    (hu : s < rpaFreq D K / 2 - D) {t₀ : ℝ}
    (hlim : Tendsto (fun n => (jacobi D K s)^[n] t₀) atTop (𝓝 (physRoot D K))) :
    ∃ n, (jacobi D K s)^[n] t₀ = physRoot D K := by
  by_contra hne
  have hpos (n : ℕ) : 0 < |(jacobi D K s)^[n] t₀ - physRoot D K| :=
    abs_pos.2 (sub_ne_zero.2 fun h => hne ⟨n, h⟩)
  have h2 : 0 < 2 * (D + s) := by linarith
  have hm : 1 < |multiplier D K s| := by
    have h := (lt_div_iff₀ hs).2 (show 2 * (D + s) < rpaFreq D K by linarith)
    have h' := neg_le_abs (multiplier D K s)
    have h'' : multiplier D K s = 1 - rpaFreq D K / (D + s) := rfl
    linarith
  have hc : 0 < (|multiplier D K s| - 1) * (2 * (D + s)) := mul_pos (by linarith) h2
  obtain ⟨N, hN⟩ := Metric.tendsto_atTop.1 hlim _ (div_pos hc hK)
  -- once close to the root, the error can only grow
  have grow (k : ℕ) : |(jacobi D K s)^[N] t₀ - physRoot D K| ≤
      |(jacobi D K s)^[N + k] t₀ - physRoot D K| := by
    induction k with
    | zero => exact le_refl _
    | succ k ih =>
      have hd := hN (N + k) (by omega)
      rw [Real.dist_eq, lt_div_iff₀ hK] at hd
      have hb : |K * ((jacobi D K s)^[N + k] t₀ - physRoot D K) / (2 * (D + s))| <
          |multiplier D K s| - 1 := by
        rw [abs_div, abs_mul, abs_of_pos hK, abs_of_pos h2, div_lt_iff₀ h2]
        linarith
      have hr := abs_sub_abs_le_abs_sub (multiplier D K s)
        (K * ((jacobi D K s)^[N + k] t₀ - physRoot D K) / (2 * (D + s)))
      rw [← add_assoc, Function.iterate_succ_apply', jacobi_error hD hK, abs_mul]
      exact ih.trans (le_mul_of_one_le_left (abs_nonneg _) (by linarith))
  obtain ⟨M, hM⟩ := Metric.tendsto_atTop.1 hlim _ (hpos N)
  have hd := hM (N + M) (by omega)
  rw [Real.dist_eq] at hd
  linarith [grow M]
```

Now suppose $D+s>0$ but $s<w/2-D$. The theorem says that if the iterates converge to $T$, then one of them equals $T$.

By hand, the assumption gives $m<-1$. Whenever $K|e|<2(D+s)(|m|-1)$, the factor in the error recursion satisfies
$$\left|m-\frac{Ke}{2(D+s)}\right|\ge|m|-\frac{K|e|}{2(D+s)}>1,$$
so a small non-zero error grows. Suppose the iterates converged to $T$ without ever reaching it. From some step $N$ on, all errors would be this small, so none after $N$ could be smaller in modulus than $|e_N|>0$. That contradicts convergence.

In Lean, `by_contra` assumes that $T$ is never reached, `hm` is $|m|>1$, and `grow` is the statement that errors after step $N$ do not fall below $|e_N|$.

Exact landing does occur. With $D=1$, $K=4$ and $s=0$ one has $w=3$ and $T=-\tfrac12$, and the start $t_0=-\tfrac32$ has $R(t_0)=-2$, so it moves to $-\tfrac12$ in one update.

At the threshold itself, $s=w/2-D$, the multiplier is $-1$, and neither convergence theorem applies.

## A shift that removes the linear error

```lean
/-- For the shift `s = w - D` the new error is exactly `-K/(2w)` times the square of
the old one. -/
theorem optimal_shift (hD : 0 < D) (hK : 0 < K) (t : ℝ) :
    jacobi D K (rpaFreq D K - D) t - physRoot D K =
      -(K / (2 * rpaFreq D K)) * (t - physRoot D K) ^ 2 := by
  have h : D + (rpaFreq D K - D) = rpaFreq D K := by ring
  rw [jacobi_error hD hK, multiplier, h, div_self (rpaFreq_pos hD hK).ne']
  ring

end

end RingCCDJacobi
```

For $s=w-D$ we have $D+s=w$, hence $m=0$, and the error recursion becomes
$$e'=-\frac{K}{2w}\,e^2.$$
The proof substitutes $D+s=w$ and simplifies. Despite the name `optimal_shift`, the theorem states this formula and makes no comparison with other shifts. The shift also requires $w=D+K+KT$, which already contains the solution.

The model has one amplitude and one denominator, and the iteration runs in exact real arithmetic without extrapolation. A molecular ring-CCD calculation couples many amplitudes with different denominators, and these thresholds should not be read as bounds for it.

```lean
#print axioms RingCCDJacobi.unshifted_iff
#print axioms RingCCDJacobi.shifted_jacobi_stability
#print axioms RingCCDJacobi.converges_only_by_hitting
#print axioms RingCCDJacobi.optimal_shift
```

```
'RingCCDJacobi.unshifted_iff' depends on axioms: [propext, Classical.choice, Quot.sound]
'RingCCDJacobi.shifted_jacobi_stability' depends on axioms: [propext, Classical.choice, Quot.sound]
'RingCCDJacobi.converges_only_by_hitting' depends on axioms: [propext, Classical.choice, Quot.sound]
'RingCCDJacobi.optimal_shift' depends on axioms: [propext, Classical.choice, Quot.sound]
```
